# Translation and flux twist of N particles on an L-site ring commute up to exp(2πiN/L)

`ring_twist_relation` concerns wavefunctions Ψ of N particles on a finite ring of L sites, with L nonzero. The translation T shifts every coordinate by one site, (TΨ)(x) = Ψ(x₁ + 1, …, x_N + 1), and the twist U multiplies Ψ(x) by exp(2πi(x₁ + … + x_N)/L); the lemma says that TUΨ = exp(2πiN/L) UTΨ. Ψ is arbitrary: it need not be normalised, nor symmetric or antisymmetric under exchange, and no Hamiltonian enters. The attempt compares the two sides at each configuration x, uses `change` to restate them as explicit products of phases and amplitudes, and then splits off the phase that comes from raising the coordinate sum by N.

The failing Lean file:

```lean
import Mathlib

open scoped InnerProductSpace

noncomputable section

namespace FractionalFilling

/-- Wavefunctions of `N` particles on a ring of `L` sites. -/
abbrev RingState (L N : ℕ) := EuclideanSpace ℂ (Fin N → ZMod L)

/-- Multiplication of an amplitude by a phase, as a unitary map. -/
def phase (z : Circle) : ℂ ≃ₗᵢ[ℂ] ℂ where
  toLinearEquiv := LinearEquiv.smulOfNeZero ℂ ℂ (z : ℂ) z.coe_ne_zero
  norm_map' w := by
    change ‖(z : ℂ) • w‖ = ‖w‖
    rw [norm_smul, Circle.norm_coe, one_mul]

/-- Translation of all particles by one site: `(T Ψ)(x) = Ψ(x₁ + 1, …, x_N + 1)`. -/
def translation (L N : ℕ) [NeZero L] : RingState L N ≃ₗᵢ[ℂ] RingState L N :=
  LinearIsometryEquiv.piLpCongrLeft 2 ℂ ℂ (Equiv.subRight (1 : Fin N → ZMod L))

/-- The flux twist: multiplication by `exp (2πi (x₁ + … + x_N) / L)`. -/
def twist (L N : ℕ) [NeZero L] : RingState L N ≃ₗᵢ[ℂ] RingState L N :=
  LinearIsometryEquiv.piLpCongrRight 2 fun x => phase (ZMod.toCircle (∑ i, x i))

/-- The translated wavefunction at `x` is the original one with every coordinate raised by one. -/
theorem translation_apply (L N : ℕ) [NeZero L] (Ψ : RingState L N) (x : Fin N → ZMod L) :
    (translation L N Ψ) x = Ψ (x + 1) := rfl

/-- The `j`-fold twist multiplies the wavefunction by the `j`-th power of the twist phase. -/
theorem twist_pow_apply (L N : ℕ) [NeZero L] (j : ℕ) (Ψ : RingState L N)
    (x : Fin N → ZMod L) :
    ((twist L N ^ j) Ψ) x = (ZMod.toCircle (∑ i, x i) : ℂ) ^ j * Ψ x := by
  induction j with
  | zero => simp
  | succ j ih =>
    rw [pow_succ' (twist L N) j]
    change (ZMod.toCircle (∑ i, x i) : ℂ) * ((twist L N ^ j) Ψ) x = _
    rw [ih, pow_succ', mul_assoc]

/-- On the ring, translation and twist commute up to the phase `exp (2πi N / L)`. -/
theorem ring_twist_relation (L N : ℕ) [NeZero L] (Ψ : RingState L N) :
    translation L N (twist L N Ψ) =
      (ZMod.toCircle (N : ZMod L) : ℂ) • twist L N (translation L N Ψ) := by
  ext x
  change (ZMod.toCircle (∑ i, (x i + 1)) : ℂ) * Ψ (x + 1) =
    (ZMod.toCircle (N : ZMod L) : ℂ) * ((ZMod.toCircle (∑ i, x i) : ℂ) * Ψ (x + 1))
  have hs : ∑ i, (x i + 1) = ∑ i, x i + (N : ZMod L) := by
    simp [Finset.sum_add_distrib]
  rw [hs, AddChar.map_add_eq_mul, Circle.coe_mul]
  ring

end FractionalFilling
```

Messages:

```
Main.lean:42:0: error: (deterministic) timeout at `whnf`, maximum number of heartbeats (200000) has been reached

Note: Use `set_option maxHeartbeats <num>` to set the limit.

Hint: Additional diagnostic information may be available using the `set_option diagnostics true` command.
```

The mended proof, as a diff:

```diff
@@ -44,11 +44,17 @@
     translation L N (twist L N Ψ) =
       (ZMod.toCircle (N : ZMod L) : ℂ) • twist L N (translation L N Ψ) := by
+  have hU : ∀ (Φ : RingState L N) (x : Fin N → ZMod L),
+      (twist L N Φ) x = (ZMod.toCircle (∑ i, x i) : ℂ) * Φ x := by
+    intro Φ x
+    have h := twist_pow_apply L N 1 Φ x
+    rwa [pow_one, pow_one] at h
   ext x
-  change (ZMod.toCircle (∑ i, (x i + 1)) : ℂ) * Ψ (x + 1) =
-    (ZMod.toCircle (N : ZMod L) : ℂ) * ((ZMod.toCircle (∑ i, x i) : ℂ) * Ψ (x + 1))
-  have hs : ∑ i, (x i + 1) = ∑ i, x i + (N : ZMod L) := by
-    simp [Finset.sum_add_distrib]
-  rw [hs, AddChar.map_add_eq_mul, Circle.coe_mul]
-  ring
+  -- moving all N particles by one site raises the sum of the coordinates by N
+  have hs : ∑ i, (x + 1) i = (N : ZMod L) + ∑ i, x i := by
+    simp only [Pi.add_apply, Pi.one_apply, Finset.sum_add_distrib, Finset.sum_const,
+      Finset.card_univ, Fintype.card_fin, nsmul_eq_mul, mul_one]
+    exact add_comm _ _
+  rw [PiLp.smul_apply, smul_eq_mul, translation_apply, hU, hU, translation_apply, hs,
+    AddChar.map_add_eq_mul, Circle.coe_mul, mul_assoc]
 
 end FractionalFilling
```

The message says that Lean used up its 200000 heartbeats in `whnf`, the routine that unfolds terms to expose their outermost form. It is placed at the start of the declaration and names no tactic, but the repair points to the `change`. That step asks Lean to see by unfolding alone that both sides, with `translation`, `twist` and the scalar multiple all applied at `x`, are the written products. Nothing in the message says the lemma is false.

The repair reaches the same products by rewriting. `hU` gives the value of one twist at a point, taken from `twist_pow_apply` with `j = 1`; `translation_apply` and `PiLp.smul_apply` do the same for the translation and the scalar multiple. `hs` is restated with `(x + 1) i`, the form these rewrites leave, and with `N` first, so that after the phase is split `mul_assoc` finishes and `ring` is not needed. The comment is only explanatory.
